# Exact Gutzwiller similarity transform of the Hubbard Hamiltonian on a finite lattice

If a Hubbard Hamiltonian $H$ is conjugated with a Gutzwiller factor $e^{\tau}$ by nested commutators, the series in general does not terminate. Cutting it off generally leaves an operator that is no longer similar to $H$ and whose eigenvalues drift with the correlation parameter. For a finite lattice and a one-parameter correlator, the problems below sum the series in closed form. This is the setting of transcorrelated lattice calculations, where correlation is moved from the wavefunction into the Hamiltonian.

Sites form a finite set `Λ`, and operators are complex matrices indexed by a finite set `m`.

In Lean 4 with Mathlib:

```lean
import Mathlib

open Matrix
open NormedSpace (exp)
open scoped Kronecker

namespace GutzwillerTranscorrelation

noncomputable section

variable {Λ m : Type*} [Fintype Λ] [DecidableEq Λ] [Fintype m] [DecidableEq m]
```

The annihilator $c_{is}$ is `c i s`. Spin is a `Bool`, with `true` for $\uparrow$, `false` for $\downarrow$ and `!s` for the opposite spin $-s$; the dagger is the conjugate transpose `ᴴ`. The only hypothesis on the matrices is that they obey the fermionic anticommutation relations, which encode the exclusion principle and exchange antisymmetry.

```lean
/-- Canonical anticommutation relations for annihilators `c i s` at site `i` with spin `s`. -/
structure IsCAR (c : Λ → Bool → Matrix m m ℂ) : Prop where
  anti : ∀ i j s r, c i s * c j r + c j r * c i s = 0
  mixed : ∀ i j s r, c i s * (c j r)ᴴ + (c j r)ᴴ * c i s = if i = j ∧ s = r then 1 else 0
```

The densities are $n_{is}=c_{is}^\dagger c_{is}$, and the double occupancy is $D=\sum_l n_{l\uparrow}n_{l\downarrow}$.

```lean
/-- The density of spin `s` at site `i`. -/
def num (c : Λ → Bool → Matrix m m ℂ) (i : Λ) (s : Bool) : Matrix m m ℂ := (c i s)ᴴ * c i s

/-- The total double occupancy of the lattice. -/
def docc (c : Λ → Bool → Matrix m m ℂ) : Matrix m m ℂ := ∑ l, num c l true * num c l false
```

The correlator exponent is $\tau=JD$, and
$$H=-\sum_{ijs}t_{ij}\,c_{is}^\dagger c_{js}+UD .$$
The hopping amplitudes $t_{ij}$ are independent of spin. They, the interaction $U$ and the parameter $J$ may be any complex numbers, so $H$ need not be Hermitian. Full Gutzwiller projection, the limit $J\to-\infty$, is not covered.

```lean
/-- The Gutzwiller correlator exponent: `J` times the double occupancy. -/
def gutzwiller (J : ℂ) (c : Λ → Bool → Matrix m m ℂ) : Matrix m m ℂ := J • docc c

/-- The Hubbard Hamiltonian with hopping amplitudes `t` and on-site interaction `U`. -/
def hubbard (t : Λ → Λ → ℂ) (U : ℂ) (c : Λ → Bool → Matrix m m ℂ) : Matrix m m ℂ :=
  -(∑ i, ∑ j, ∑ s, t i j • ((c i s)ᴴ * c j s)) + U • docc c
```

Building the operators on a concrete Fock space would settle their existence for every lattice, but would tie the theorem to one representation. Assuming the relations covers every finite matrix representation and leaves existence to examples, such as part (i).

### (a) Exponentials of intertwined matrices

Let $XA=BX$. Show that
$$Xe^{A}=e^{B}X .$$

**Solution.** Moving $X$ past one factor at a time gives $XA^k=B^kX$ (`hp`). Divide by $k!$ and sum over $k$; the exponential series converges (`hs`), and the uniqueness of its sum gives the result.

```lean
variable {c : Λ → Bool → Matrix m m ℂ}

/-- An operator that intertwines two matrices also intertwines their exponentials. -/
theorem mul_exp_of_intertwine {X A B : Matrix m m ℂ} (h : X * A = B * X) :
    X * exp A = exp B * X := by
  have hs : ∀ M : Matrix m m ℂ,
      HasSum (fun k : ℕ => ((k.factorial : ℂ)⁻¹) • M ^ k) (exp M) := by
    intro M
    let : NormedRing (Matrix m m ℂ) := Matrix.linftyOpNormedRing
    let : NormedAlgebra ℂ (Matrix m m ℂ) := Matrix.linftyOpNormedAlgebra
    exact NormedSpace.exp_series_hasSum_exp' (𝕂 := ℂ) M
  have hp : ∀ k : ℕ, X * A ^ k = B ^ k * X := fun k =>
    ((show SemiconjBy X A B from h).pow_right k).eq
  refine ((hs A).mul_left X).unique ?_
  simpa only [mul_smul_comm, smul_mul_assoc, hp] using (hs B).mul_right X
```

### (b) Exponential of an idempotent

Let $P^2=P$ and $z\in\mathbb C$. Show that
$$e^{zP}=1+(e^z-1)P .$$

**Solution.** Since $P(zP)=(z1)P$, part (a) gives $Pe^{zP}=e^zP$ (`h1`). Since $(1-P)(zP)=0$, it also gives $(1-P)e^{zP}=1-P$ (`h2`). Add the two.

```lean
/-- The exponential of a multiple of an idempotent is linear in that idempotent. -/
theorem exp_smul_idempotent {P : Matrix m m ℂ} (hP : P * P = P) (z : ℂ) :
    exp (z • P) = 1 + (Complex.exp z - 1) • P := by
  have hz : exp (z • (1 : Matrix m m ℂ)) = Complex.exp z • (1 : Matrix m m ℂ) := by
    have s1 : HasSum (fun k : ℕ => ((k.factorial : ℂ)⁻¹) • (z • (1 : Matrix m m ℂ)) ^ k)
        (exp (z • (1 : Matrix m m ℂ))) := by
      let : NormedRing (Matrix m m ℂ) := Matrix.linftyOpNormedRing
      let : NormedAlgebra ℂ (Matrix m m ℂ) := Matrix.linftyOpNormedAlgebra
      exact NormedSpace.exp_series_hasSum_exp' (𝕂 := ℂ) (z • (1 : Matrix m m ℂ))
    have s2 := (NormedSpace.exp_series_hasSum_exp' (𝕂 := ℂ) z).smul_const (1 : Matrix m m ℂ)
    rw [Complex.exp_eq_exp_ℂ]
    refine s1.unique ?_
    simpa only [smul_pow, one_pow, smul_smul, smul_eq_mul] using s2
  -- on the range of P the exponent acts as z, on the complement as zero
  have h1 : P * exp (z • P) = exp (z • (1 : Matrix m m ℂ)) * P :=
    mul_exp_of_intertwine (by rw [mul_smul_comm, hP, smul_mul_assoc, one_mul])
  have h2 : (1 - P) * exp (z • P) = exp 0 * (1 - P) :=
    mul_exp_of_intertwine (by rw [mul_smul_comm, sub_mul, one_mul, hP, sub_self, smul_zero,
      zero_mul])
  rw [NormedSpace.exp_zero, one_mul, sub_mul, one_mul, h1, hz, smul_mul_assoc, one_mul] at h2
  linear_combination (norm := module) h2
```

### (c) Annihilator and density

Show that
$$c_{js}n_{ir}=n_{ir}c_{js}+\delta_{ji}\delta_{sr}c_{js}.$$

**Solution.** Anticommute twice:
$$c_{js}c_{ir}^\dagger c_{ir}=(\delta_{ji}\delta_{sr}-c_{ir}^\dagger c_{js})c_{ir}=\delta_{ji}\delta_{sr}c_{ir}+c_{ir}^\dagger c_{ir}c_{js}.$$
Where the deltas are nonzero, $c_{ir}=c_{js}$. In each of the two cases, `linear_combination` combines the same two relations, `h1` and `h2`.

```lean
omit [Fintype Λ] in
/-- The commutator of an annihilator with a density is the annihilator itself for the same
site and spin, and zero otherwise. -/
theorem IsCAR.mul_num (h : IsCAR c) (j i : Λ) (s r : Bool) :
    c j s * num c i r = num c i r * c j s + if j = i ∧ s = r then c j s else 0 := by
  have h1 := h.mixed j i s r
  have h2 := h.anti j i s r
  unfold num
  by_cases hh : j = i ∧ s = r
  · rw [if_pos hh] at h1 ⊢
    obtain ⟨rfl, rfl⟩ := hh
    linear_combination (norm := noncomm_ring) h1 * c j s - (c j s)ᴴ * h2
  · rw [if_neg hh] at h1 ⊢
    linear_combination (norm := noncomm_ring) h1 * c i r - (c i r)ᴴ * h2
```

### (d) Commuting densities

Show that
$$n_{js}n_{ir}=n_{ir}n_{js}.$$

**Solution.** Equal labels are trivial. Otherwise (c) says that $c_{js}$ commutes with $n_{ir}$. As $n_{ir}$ is Hermitian, taking the adjoint shows that $c_{js}^\dagger$ does too (`h2`), and hence so does the product $c_{js}^\dagger c_{js}$.

```lean
omit [Fintype Λ] in
/-- All densities commute with one another. -/
theorem IsCAR.num_commute (h : IsCAR c) (j i : Λ) (s r : Bool) :
    Commute (num c j s) (num c i r) := by
  by_cases hh : j = i ∧ s = r
  · obtain ⟨rfl, rfl⟩ := hh
    exact Commute.refl _
  · have hn : (num c i r)ᴴ = num c i r := by simp [num]
    have h1 := h.mul_num j i s r
    rw [if_neg hh, add_zero] at h1
    have h2 := congrArg conjTranspose h1
    rw [conjTranspose_mul, conjTranspose_mul, hn] at h2
    change (c j s)ᴴ * c j s * num c i r = num c i r * ((c j s)ᴴ * c j s)
    rw [mul_assoc, h1, ← mul_assoc, ← h2, mul_assoc]
```

### (e) Annihilator and double occupancy

Show that
$$c_{js}D=(D+n_{j,-s})c_{js}.$$

**Solution.** For $l\ne j$, $c_{js}$ passes both densities in $n_{l\uparrow}n_{l\downarrow}$ unchanged. For $l=j$, it passes $n_{j,-s}$ unchanged, while $c_{js}n_{js}=(n_{js}+1)c_{js}$. The extra term is $n_{j,-s}c_{js}$. The step `key` treats each site, and the sum over $l$ keeps one extra term.

```lean
/-- Moving an annihilator through the double occupancy adds the opposite-spin density at
its site. -/
theorem IsCAR.mul_docc (h : IsCAR c) (j : Λ) (s : Bool) :
    c j s * docc c = (docc c + num c j (!s)) * c j s := by
  have key : ∀ l, c j s * (num c l true * num c l false) =
      num c l true * num c l false * c j s + if l = j then num c j (!s) * c j s else 0 := by
    intro l
    have a := h.mul_num j l s true
    have b := h.mul_num j l s false
    by_cases hl : l = j
    · subst hl
      rw [if_pos rfl]
      cases s
      · simp only [reduceCtorEq, and_false, and_self, if_true, if_false, add_zero] at a b
        rw [Bool.not_false]
        linear_combination (norm := noncomm_ring) a * num c l false + num c l true * b
      · simp only [reduceCtorEq, and_false, and_self, if_true, if_false, add_zero] at a b
        rw [Bool.not_true]
        linear_combination (norm := noncomm_ring) a * num c l false + num c l true * b + b
    · rw [if_neg (fun e => hl e.1.symm)] at a b
      rw [if_neg hl]
      linear_combination (norm := noncomm_ring) a * num c l false + num c l true * b
  rw [docc, Finset.mul_sum, Finset.sum_congr rfl (fun l _ => key l), Finset.sum_add_distrib,
    add_mul, Finset.sum_mul]
  simp only [Finset.sum_ite_eq', Finset.mem_univ, if_true]
```

### (f) Dressed operators

Show that
$$e^{-\tau}c_{js}e^{\tau}=c_{js}e^{Jn_{j,-s}},\qquad e^{-\tau}c_{js}^\dagger e^{\tau}=c_{js}^\dagger e^{-Jn_{j,-s}}.$$

**Solution.** Part (e) gives $c_{js}\tau=(\tau+Jn_{j,-s})c_{js}$. By (a), and because $D$ commutes with the densities,
$$c_{js}e^\tau=e^{\tau}e^{Jn_{j,-s}}c_{js}.$$
Multiply by $e^{-\tau}$ on the left and move $c_{js}$ past the remaining exponential, with which it commutes.

For the creator, take the adjoint of (e) first and then multiply by $J$, so that no $J^*$ appears: $c_{js}^\dagger(\tau+Jn_{j,-s})=\tau c_{js}^\dagger$. By (a), $c_{js}^\dagger e^\tau e^{Jn_{j,-s}}=e^\tau c_{js}^\dagger$. Multiply by $e^{-\tau}$ on the left and $e^{-Jn_{j,-s}}$ on the right.

```lean
/-- The Gutzwiller transform multiplies an annihilator by `exp (J n)` and a creator by
`exp (-J n)`, where `n` is the opposite-spin density at the same site. -/
theorem IsCAR.dressed (h : IsCAR c) (J : ℂ) (j : Λ) (s : Bool) :
    exp (-gutzwiller J c) * c j s * exp (gutzwiller J c) = c j s * exp (J • num c j (!s)) ∧
    exp (-gutzwiller J c) * (c j s)ᴴ * exp (gutzwiller J c) =
      (c j s)ᴴ * exp (-(J • num c j (!s))) := by
  have inv : ∀ A : Matrix m m ℂ, exp (-A) * exp A = 1 := fun A => by
    rw [← Matrix.exp_add_of_commute _ _ (Commute.refl A).neg_left, neg_add_cancel,
      NormedSpace.exp_zero]
  have hn : ∀ i r, (num c i r)ᴴ = num c i r := fun i r => by simp [num]
  have hW : (docc c)ᴴ = docc c := by
    simp only [docc, conjTranspose_sum, conjTranspose_mul, hn]
    exact Finset.sum_congr rfl fun l _ => (h.num_commute l l false true).eq
  have hcomm : Commute (docc c) (num c j (!s)) := by
    refine (Commute.sum_right _ _ _ fun l _ => ?_).symm
    exact (h.num_commute _ _ _ _).mul_right (h.num_commute _ _ _ _)
  have hadd : exp (gutzwiller J c + J • num c j (!s)) =
      exp (gutzwiller J c) * exp (J • num c j (!s)) :=
    Matrix.exp_add_of_commute _ _ ((hcomm.smul_left J).smul_right J)
  constructor
  · have h2 : c j s * exp (gutzwiller J c) =
        exp (gutzwiller J c + J • num c j (!s)) * c j s := mul_exp_of_intertwine (by
      rw [gutzwiller, mul_smul_comm, h.mul_docc, ← smul_add, smul_mul_assoc])
    have h3 : c j s * exp (J • num c j (!s)) = exp (J • num c j (!s)) * c j s :=
      mul_exp_of_intertwine (by
        rw [mul_smul_comm, h.mul_num, if_neg (by cases s <;> simp), add_zero, smul_mul_assoc])
    rw [mul_assoc, h2, hadd, mul_assoc, ← mul_assoc (exp (-gutzwiller J c)), inv, one_mul, h3]
  · -- the adjoint of the commutation rule handles the creator
    have h1 := congrArg conjTranspose (h.mul_docc j s)
    simp only [conjTranspose_mul, conjTranspose_add, hW, hn] at h1
    have h2 : (c j s)ᴴ * exp (gutzwiller J c + J • num c j (!s)) =
        exp (gutzwiller J c) * (c j s)ᴴ := mul_exp_of_intertwine (by
      rw [gutzwiller, ← smul_add, mul_smul_comm, ← h1, smul_mul_assoc])
    rw [hadd] at h2
    have hD := inv (-(J • num c j (!s)))
    rw [neg_neg] at hD
    calc _ = exp (-gutzwiller J c) * ((c j s)ᴴ * (exp (gutzwiller J c) *
          exp (J • num c j (!s)))) * exp (-(J • num c j (!s))) := by
          simp only [mul_assoc, hD, mul_one]
      _ = exp (-gutzwiller J c) * exp (gutzwiller J c) * (c j s)ᴴ *
          exp (-(J • num c j (!s))) := by rw [h2]; simp only [mul_assoc]
      _ = _ := by rw [inv, one_mul]
```

### (g) The transformed Hamiltonian

Show that
$$e^{-\tau}He^\tau=-\sum_{ijs}t_{ij}\,c_{is}^\dagger c_{js}\,e^{J(n_{j,-s}-n_{i,-s})}+UD .$$

**Solution.** Insert $e^\tau e^{-\tau}=1$ between the two operators of a hop and use (f):
$$e^{-\tau}c_{is}^\dagger c_{js}e^\tau=c_{is}^\dagger e^{-Jn_{i,-s}}c_{js}e^{Jn_{j,-s}}.$$
By (c), $c_{js}$ commutes with the opposite-spin density $n_{i,-s}$, so the first exponential moves to its right (`hc`). By (d) the exponentials merge (`he`). Finally, $D$ commutes with $\tau=JD$ (`hW`), and linearity gives the sum.

```lean
/-- Exact Gutzwiller transform of the Hubbard Hamiltonian: each hop acquires the exponential
of an opposite-spin density difference, and the interaction is unchanged. -/
theorem gutzwiller_transform (h : IsCAR c) (t : Λ → Λ → ℂ) (U J : ℂ) :
    exp (-gutzwiller J c) * hubbard t U c * exp (gutzwiller J c) =
      -(∑ i, ∑ j, ∑ s, t i j •
        ((c i s)ᴴ * c j s * exp (J • (num c j (!s) - num c i (!s))))) + U • docc c := by
  have inv : exp (-gutzwiller J c) * exp (gutzwiller J c) = 1 := by
    rw [← Matrix.exp_add_of_commute _ _ (Commute.refl (gutzwiller J c)).neg_left, neg_add_cancel,
      NormedSpace.exp_zero]
  have inv' : ∀ X, exp (gutzwiller J c) * (exp (-gutzwiller J c) * X) = X := fun X => by
    rw [← mul_assoc, mul_eq_one_comm.mp inv, one_mul]
  have hop : ∀ i j s, exp (-gutzwiller J c) * ((c i s)ᴴ * c j s) * exp (gutzwiller J c) =
      (c i s)ᴴ * c j s * exp (J • (num c j (!s) - num c i (!s))) := by
    intro i j s
    have hc : c j s * exp (-(J • num c i (!s))) = exp (-(J • num c i (!s))) * c j s :=
      mul_exp_of_intertwine (by
        rw [mul_neg, neg_mul, mul_smul_comm, h.mul_num, if_neg (by cases s <;> simp), add_zero,
          smul_mul_assoc])
    have he : exp (J • (num c j (!s) - num c i (!s))) =
        exp (-(J • num c i (!s))) * exp (J • num c j (!s)) := by
      rw [← Matrix.exp_add_of_commute _ _
        (((h.num_commute i j _ _).smul_left J).smul_right J).neg_left]
      congr 1
      module
    calc _ = (exp (-gutzwiller J c) * (c i s)ᴴ * exp (gutzwiller J c)) *
          (exp (-gutzwiller J c) * c j s * exp (gutzwiller J c)) := by
          simp only [mul_assoc, inv']
      _ = (c i s)ᴴ * (exp (-(J • num c i (!s))) * c j s) * exp (J • num c j (!s)) := by
          rw [(h.dressed J i s).2, (h.dressed J j s).1]; simp only [mul_assoc]
      _ = _ := by rw [← hc, he]; simp only [mul_assoc]
  have hW : exp (-gutzwiller J c) * docc c * exp (gutzwiller J c) = docc c := by
    have h1 : docc c * exp (gutzwiller J c) = exp (gutzwiller J c) * docc c :=
      mul_exp_of_intertwine (by rw [gutzwiller, mul_smul_comm, smul_mul_assoc])
    rw [mul_assoc, h1, ← mul_assoc, inv, one_mul]
  rw [hubbard, mul_add, add_mul, mul_neg, neg_mul, mul_smul_comm, smul_mul_assoc, hW]
  simp only [Finset.mul_sum, Finset.sum_mul, mul_smul_comm, smul_mul_assoc, hop]
```

### (h) The hopping factor as a polynomial

Show that
$$e^{J(n_{js}-n_{is})}=1+(e^J-1)n_{js}+(e^{-J}-1)n_{is}-(2\cosh J-2)\,n_{is}n_{js}.$$

**Solution.** The relations give $2c_{ls}^2=0$, so $n_{ls}c_{ls}=0$. Then (c) gives $c_{ls}n_{ls}=c_{ls}$, hence $n_{ls}^2=n_{ls}$ (`idem`). By (d) the exponential factorises, and (b) expands each factor. The cross term has coefficient
$$(e^{-J}-1)(e^J-1)=2-e^J-e^{-J}=-(2\cosh J-2).$$
Used in (g) with spin $-s$, this leaves at most three-body operators in the transformed Hubbard Hamiltonian.

```lean
omit [Fintype Λ] in
/-- The exponential of a density difference is a polynomial with one-density terms and a
single two-density term. -/
theorem IsCAR.correlator_expansion (h : IsCAR c) (J : ℂ) (i j : Λ) (s : Bool) :
    exp (J • (num c j s - num c i s)) = 1 + (Complex.exp J - 1) • num c j s +
      (Complex.exp (-J) - 1) • num c i s -
      (2 * Complex.cosh J - 2) • (num c i s * num c j s) := by
  have idem : ∀ l, num c l s * num c l s = num c l s := by
    intro l
    have h0 : (2 : ℂ) • (c l s * c l s) = 0 := by rw [two_smul]; exact h.anti l l s s
    have sq := (smul_eq_zero.mp h0).resolve_left two_ne_zero
    have h1 := h.mul_num l l s s
    rw [if_pos (And.intro rfl rfl)] at h1
    have h2 : num c l s * c l s = 0 := by rw [num, mul_assoc, sq, mul_zero]
    rw [h2, zero_add] at h1
    change (c l s)ᴴ * c l s * num c l s = (c l s)ᴴ * c l s
    rw [mul_assoc, h1]
  have he : J • (num c j s - num c i s) = (-J) • num c i s + J • num c j s := by module
  have hJ : Complex.exp (-J) * Complex.exp J = 1 := by
    rw [← Complex.exp_add, neg_add_cancel, Complex.exp_zero]
  have hc : (Complex.exp (-J) - 1) * (Complex.exp J - 1) = -(2 * Complex.cosh J - 2) := by
    rw [Complex.cosh]
    linear_combination hJ
  rw [he, Matrix.exp_add_of_commute _ _
    (((h.num_commute i j s s).smul_left (-J)).smul_right J),
    exp_smul_idempotent (idem i), exp_smul_idempotent (idem j)]
  simp only [add_mul, mul_add, one_mul, mul_one, smul_mul_smul_comm, hc]
  module
```

### (i) Two sites in sixteen dimensions

With $a=\begin{pmatrix}0&1\\0&0\end{pmatrix}$ and $Z=\begin{pmatrix}1&0\\0&-1\end{pmatrix}$, show that these matrices satisfy the anticommutation relations:
$$\begin{aligned}c_{0\downarrow}&=a\otimes1\otimes1\otimes1,& c_{0\uparrow}&=Z\otimes a\otimes1\otimes1,\\ c_{1\downarrow}&=Z\otimes Z\otimes a\otimes1,& c_{1\uparrow}&=Z\otimes Z\otimes Z\otimes a.\end{aligned}$$

```lean
/-- The annihilator of a single fermionic mode. -/
def lower : Matrix (Fin 2) (Fin 2) ℂ := !![0, 1; 0, 0]

/-- The parity of a single fermionic mode. -/
def parity : Matrix (Fin 2) (Fin 2) ℂ := !![1, 0; 0, -1]

/-- Jordan-Wigner annihilators for two sites with two spins each. -/
def twoSite : Fin 2 → Bool → Matrix (Fin 2 × Fin 2 × Fin 2 × Fin 2)
    (Fin 2 × Fin 2 × Fin 2 × Fin 2) ℂ
  | 0, false => lower ⊗ₖ (1 ⊗ₖ (1 ⊗ₖ 1))
  | 0, true => parity ⊗ₖ (lower ⊗ₖ (1 ⊗ₖ 1))
  | 1, false => parity ⊗ₖ (parity ⊗ₖ (lower ⊗ₖ 1))
  | 1, true => parity ⊗ₖ (parity ⊗ₖ (parity ⊗ₖ lower))
```

**Solution.** For equal labels, $Z^2=1$ reduces the claim to $a^2=0$ and $aa^\dagger+a^\dagger a=1$. For different labels, exactly one tensor position pairs $a$ or $a^\dagger$ with $Z$, and these anticommute. All other positions commute, so the products anticommute. The one-mode identities are collected in `hf`, and `simp` applies them to every pair of labels.

```lean
/-- The two-site Jordan-Wigner matrices obey the canonical anticommutation relations. -/
theorem isCAR_witness : IsCAR twoSite := by
  have hf : lower * lower = 0 ∧ lower * parity = -lower ∧ parity * lower = lower ∧
      parity * parity = 1 ∧ lowerᴴ * parity = lowerᴴ ∧ parity * lowerᴴ = -lowerᴴ ∧
      parityᴴ = parity ∧ lowerᴴ * lower = 1 - lower * lowerᴴ := by
    refine ⟨?_, ?_, ?_, ?_, ?_, ?_, ?_, ?_⟩ <;> ext i j <;> fin_cases i <;> fin_cases j <;>
      simp [lower, parity, Matrix.mul_apply, Matrix.vecMul, dotProduct, Fin.sum_univ_succ]
  obtain ⟨f1, f2, f3, f4, f5, f6, f7, f8⟩ := hf
  -- signs and differences pass through the tensor product
  have nl : ∀ {p q : Type} (A : Matrix p p ℂ) (B : Matrix q q ℂ),
      (-A) ⊗ₖ B = -(A ⊗ₖ B) := by
    intros; ext; simp [Matrix.kroneckerMap_apply]
  have nr : ∀ {p q : Type} (A : Matrix p p ℂ) (B : Matrix q q ℂ),
      A ⊗ₖ (-B) = -(A ⊗ₖ B) := by
    intros; ext; simp [Matrix.kroneckerMap_apply]
  have sl : ∀ {p q : Type} (A B : Matrix p p ℂ) (C : Matrix q q ℂ),
      (A - B) ⊗ₖ C = A ⊗ₖ C - B ⊗ₖ C := by
    intros; ext; simp [Matrix.kroneckerMap_apply, sub_mul]
  have sr : ∀ {p q : Type} (A : Matrix p p ℂ) (B C : Matrix q q ℂ),
      A ⊗ₖ (B - C) = A ⊗ₖ B - A ⊗ₖ C := by
    intros; ext; simp [Matrix.kroneckerMap_apply, mul_sub]
  constructor <;>
    simp [Fin.forall_fin_two, Bool.forall_bool, twoSite, Matrix.conjTranspose_kronecker,
      ← Matrix.mul_kronecker_mul, f1, f2, f3, f4, f5, f6, f7, f8, nl, nr, sl, sr]

end

end GutzwillerTranscorrelation
```

```lean
#print axioms GutzwillerTranscorrelation.gutzwiller_transform
#print axioms GutzwillerTranscorrelation.IsCAR.correlator_expansion
```

```
'GutzwillerTranscorrelation.gutzwiller_transform' depends on axioms: [propext, Classical.choice, Quot.sound]
'GutzwillerTranscorrelation.IsCAR.correlator_expansion' depends on axioms: [propext, Classical.choice, Quot.sound]
```
